# Unit joint eigenvectors of two $n$-dimensional Pauli label subspaces meeting only in zero have squared overlap $2^{-n}$

## Preparing in one Pauli setting and measuring in another

I prepare $n$ qubits in a common eigenstate of $n$ independent commuting Pauli strings and then measure a second such set, chosen so that the two sets generate, up to sign, no common string except the identity. For one qubit this is preparing along $X$ and measuring $Z$, and both outcomes have probability $1/2$. The general claim, as I know it, is this. Label strings by pairs of bit strings, and let $W$ and $W'$ be $n$-dimensional isotropic subspaces of the $2n$-dimensional symplectic space over $\mathbb{Z}/2$ with $W\cap W'=0$. If $u$ and $v$ are unit joint eigenvectors of the strings in $W$ and in $W'$, then $|\langle u,v\rangle|^2=2^{-n}$. I would like to see a derivation with no step skipped, including the signs and phases, and a machine-checked version of it.

## Strings, eigenvalues and isotropy

The claim holds, and it follows from one sum rule over all $4^n$ strings. Basis states are labelled by bit strings $a=(a_0,\dots,a_{n-1})$, added modulo 2, with $z\cdot a=\sum_j z_ja_j$. A label $p=(x,z)$ of two bit strings defines $P_p=Z^zX^x$, which acts on amplitudes by
$$(P_p\psi)(a)=(-1)^{z\cdot a}\,\psi(a+x).$$
With $\langle u,v\rangle=\sum_a\overline{u(a)}\,v(a)$, the signs square to one and $a\mapsto a+x$ permutes the terms, so $\langle P_pu,P_pv\rangle=\langle u,v\rangle$. If $P_pu=cu$ and $P_pv=dv$, this reads
$$\bar c\,d\,\langle u,v\rangle=\langle u,v\rangle, \tag{1}$$
and the case $v=u$ of unit norm gives $|c|=1$.

For a second label $q=(x',z')$, applying the two strings in both orders gives $(-1)^{z\cdot x'}P_pP_q=(-1)^{z'\cdot x}P_qP_p$. On a common unit eigenvector with eigenvalues $c$ and $d$, both products return $cd\,u$ with $|cd|=1$, so the signs agree and $x\cdot z'+z\cdot x'=0$. Isotropy of $W$, which is the statement that its strings commute, is therefore a consequence of having a unit joint eigenvector.

## The sum rule for expectation values

Write $e_u(p)=\langle u,P_pu\rangle=\sum_a\overline{u(a)}\,(-1)^{z\cdot a}\,u(a+x)$. For a bit string $s$, the sum $\sum_z(-1)^{z\cdot s}$ equals $2^n$ if $s=0$. Otherwise some $s_i=1$, flipping $z_i$ sends the sum to its negative, and it vanishes. For fixed $x$ and arbitrary vectors $u,v$,
$$\sum_z e_u(x,z)\,\overline{e_v(x,z)}=\sum_{a,b}\Big[\sum_z(-1)^{z\cdot(a+b)}\Big]\overline{u(a)}\,u(a+x)\,v(b)\,\overline{v(b+x)}=2^n\sum_a\overline{u(a)}\,v(a)\;u(a+x)\,\overline{v(a+x)},$$
since $a+b=0$ means $a=b$. Summing over $x$, the string $a+x$ runs over all bit strings, and the last two factors add up to $\overline{\langle u,v\rangle}$. Hence
$$\sum_p e_u(p)\,\overline{e_v(p)}=2^n\,|\langle u,v\rangle|^2. \tag{2}$$

Now let $u$ be a unit joint eigenvector of $W$ with $\dim W=n$. Setting $v=u$ in (2) gives $\sum_p|e_u(p)|^2=2^n$. The subspace $W$ has $2^n$ elements, and on each of them $e_u(p)$ is the eigenvalue, of modulus one. These terms already add up to $2^n$, and the remaining terms are non-negative, so $e_u(p)=0$ for $p\notin W$. The same holds for $v$ and $W'$, and (2) reduces to
$$2^n\,|\langle u,v\rangle|^2=\sum_{p\in W\cap W'}e_u(p)\,\overline{e_v(p)}. \tag{3}$$
If $W\cap W'=0$, only the identity string remains, its term is $1$, and $|\langle u,v\rangle|^2=2^{-n}$. If $\dim(W\cap W')=k$ and $\langle u,v\rangle\neq0$, then (1) forces $\bar cd=1$ for every common string, each of the $2^k$ terms equals $c\bar d=1$, and $|\langle u,v\rangle|^2=2^{k-n}$.

## What the Lean theorems state

`Bits n` is the type of bit strings, indexed by `Fin n` from $0$ to $n-1$, and `Symp n` holds the labels, with `p.1` for $x$ and `p.2` for $z$. The function `symp` is the form $x\cdot z'+z\cdot x'$, `IsIsotropic W` says that it vanishes on $W$, and `sgn` is $t\mapsto(-1)^t$ on a bit $t$. States are functions `Bits n → ℂ`, the expression `star u ⬝ᵥ v` is $\langle u,v\rangle$, antilinear in the first slot, and `expval u p` is $e_u(p)$.

The matrix `pauli p` is $Z^zX^x$ with no phase factor. For one qubit, $ZX=iY$, so strings with an odd number of $Y$ positions have eigenvalues $\pm i$ in this convention. A phase rescales eigenvalues and leaves eigenvectors alone, and `JointEigen W u` asks only that for each $p\in W$ some complex $c$ satisfies $P_pu=cu$. The zero vector satisfies this condition and is excluded by the normalisation `star u ⬝ᵥ u = 1`.

The theorem `mutually_unbiased` assumes $\dim W=\dim W'=n$ (`hW`, `hW'`), $W\cap W'=0$ (`hWW`, written `W ⊓ W' = ⊥`), unit norms (`hu`, `hv`) and the eigenvector conditions (`hWu`, `hWv`), and concludes `‖star u ⬝ᵥ v‖ ^ 2 = 1 / 2 ^ n`. The dimension condition stands for a measurement setting of $n$ independent strings, and the trivial intersection says that, up to phase, the products formed within one setting and those formed within the other have only the identity in common. It is not enough that the two lists of $n$ strings have no member in common: $ZI,IZ$ and $ZZ,XX$ both generate $ZZ$. Isotropy is not among the hypotheses, and `isotropic_of_jointEigen` derives it. The theorem `overlap_dichotomy` drops `hWW` and concludes that $\langle u,v\rangle=0$ or $|\langle u,v\rangle|^2=2^k/2^n$, without deciding which. Finally, `mutually_unbiased_witness` verifies every hypothesis for each $n$ with $W$ the labels $(x,0)$, $u$ the uniform state of amplitude $2^{-n/2}$, $W'$ the labels $(0,z)$ and $v=|0\dots0\rangle$. At $n=1$ this is $|+\rangle$ against $|0\rangle$ with squared overlap $1/2$, and at $n=0$ the formula reads $1=1$.

The statements concern one pair of vectors at a time. For $W$ and $W'$ as in `mutually_unbiased`, an orthonormal basis of joint eigenvectors of $W$ and one of joint eigenvectors of $W'$ are then mutually unbiased, but the existence of an eigenbasis for each isotropic $W$, and of families of many pairwise unbiased bases, is not proved in the file. Physically, for a pure $n$-qubit state and an ideal projective measurement onto joint eigenvectors, a state sharp in one full commuting Pauli setting gives each joint outcome of a second one with probability $2^{-n}$ if the two settings generate, up to phase, no common string except the identity.

```lean
import Mathlib

open Matrix Finset Module ComplexConjugate

namespace PauliUnbiased

noncomputable section

variable {n : ℕ}

/-- Bit strings labelling the computational basis of `n` qubits. -/
abbrev Bits (n : ℕ) := Fin n → ZMod 2

/-- The `n`-qubit symplectic space of pairs `(x, z)` over `ℤ/2`. -/
abbrev Symp (n : ℕ) := Bits n × Bits n

/-- The symplectic product `x·z' + z·x'`. -/
def symp (p q : Symp n) : ZMod 2 := p.1 ⬝ᵥ q.2 + p.2 ⬝ᵥ q.1

/-- A subspace is isotropic if the symplectic product vanishes on it. -/
def IsIsotropic (W : Submodule (ZMod 2) (Symp n)) : Prop := ∀ p ∈ W, ∀ q ∈ W, symp p q = 0

/-- The sign `(-1)^t` of a bit, as a character of `ℤ/2`. -/
def sgn : AddChar (ZMod 2) ℂ where
  toFun t := if t = 0 then 1 else -1
  map_zero_eq_one' := by simp
  map_add_eq_mul' := by
    intro s t
    have h01 : ∀ t : ZMod 2, t = 0 ∨ t = 1 := by decide
    have h11 : (1 : ZMod 2) + 1 = 0 := by decide
    rcases h01 s with rfl | rfl <;> rcases h01 t with rfl | rfl <;> simp [h11]

/-- The Pauli string `Z^z X^x` labelled by `p = (x, z)`. -/
def pauli (p : Symp n) : Matrix (Bits n) (Bits n) ℂ :=
  Matrix.of fun a b => if b = a + p.1 then sgn (p.2 ⬝ᵥ a) else 0

/-- `u` is an eigenvector equation solution for every Pauli string labelled by `W`. -/
def JointEigen (W : Submodule (ZMod 2) (Symp n)) (u : Bits n → ℂ) : Prop :=
  ∀ p ∈ W, ∃ c : ℂ, pauli p *ᵥ u = c • u

/-- The expectation value `⟨u|P|u⟩` of a Pauli string. -/
def expval (u : Bits n → ℂ) (p : Symp n) : ℂ := star u ⬝ᵥ (pauli p *ᵥ u)

/-- A Pauli string shifts the bit string by `x` and multiplies by `(-1)^(z·a)`. -/
theorem pauli_mulVec (p : Symp n) (u : Bits n → ℂ) (a : Bits n) :
    (pauli p *ᵥ u) a = sgn (p.2 ⬝ᵥ a) * u (a + p.1) := by
  simp [pauli, mulVec, dotProduct]

/-- Pauli strings preserve inner products. -/
theorem pauli_unitary (p : Symp n) (u v : Bits n → ℂ) :
    star (pauli p *ᵥ u) ⬝ᵥ (pauli p *ᵥ v) = star u ⬝ᵥ v := by
  have hs : ∀ t, star (sgn t) * sgn t = 1 := fun t => by
    show star (if t = 0 then (1 : ℂ) else -1) * (if t = 0 then (1 : ℂ) else -1) = 1
    split_ifs <;> simp
  calc _ = ∑ a, star (u (a + p.1)) * v (a + p.1) := sum_congr rfl fun a _ => by
        rw [Pi.star_apply, pauli_mulVec, pauli_mulVec, star_mul']
        linear_combination (star (u (a + p.1)) * v (a + p.1)) * hs (p.2 ⬝ᵥ a)
    _ = _ := Equiv.sum_comp (Equiv.addRight p.1) (fun a => star (u a) * v a)

/-- If one string has eigenvalue `c` on `u` and `d` on `v`, then `c̄ d ⟨u,v⟩ = ⟨u,v⟩`. -/
theorem eigen_overlap {p : Symp n} {u v : Bits n → ℂ} {c d : ℂ}
    (hc : pauli p *ᵥ u = c • u) (hd : pauli p *ᵥ v = d • v) :
    conj c * d * (star u ⬝ᵥ v) = star u ⬝ᵥ v := by
  have h := pauli_unitary p u v
  rw [hc, hd, star_smul, smul_dotProduct, dotProduct_smul, smul_eq_mul, smul_eq_mul,
    ← mul_assoc] at h
  exact h

/-- A subspace whose strings have a joint unit eigenvector is isotropic. -/
theorem isotropic_of_jointEigen {W : Submodule (ZMod 2) (Symp n)} {u : Bits n → ℂ}
    (hu : star u ⬝ᵥ u = 1) (hW : JointEigen W u) : IsIsotropic W := by
  intro p hp q hq
  obtain ⟨c, hc⟩ := hW p hp
  obtain ⟨d, hd⟩ := hW q hq
  have h1 := eigen_overlap hc hc
  have h2 := eigen_overlap hd hd
  rw [hu, mul_one] at h1 h2
  -- two strings commute up to signs
  have key : sgn (p.2 ⬝ᵥ q.1) • (pauli p *ᵥ (pauli q *ᵥ u))
      = sgn (q.2 ⬝ᵥ p.1) • (pauli q *ᵥ (pauli p *ᵥ u)) := by
    ext a
    simp only [Pi.smul_apply, smul_eq_mul, pauli_mulVec, dotProduct_add,
      AddChar.map_add_eq_mul, add_right_comm a p.1 q.1]
    ring
  simp only [hc, hd, mulVec_smul, smul_smul] at key
  have k2 := congrArg (fun w => star u ⬝ᵥ w) key
  simp only [dotProduct_smul, hu, smul_eq_mul, mul_one] at k2
  have inj : ∀ s t : ZMod 2, sgn s = sgn t → t + s = 0 := by
    intro s t h
    have hs : ∀ t, sgn t = if t = 0 then (1 : ℂ) else -1 := fun _ => rfl
    have h01 : ∀ t : ZMod 2, t = 0 ∨ t = 1 := by decide
    rcases h01 s with rfl | rfl <;> rcases h01 t with rfl | rfl <;>
      first | decide | (exfalso; norm_num [hs] at h)
  rw [symp, dotProduct_comm p.1]
  apply inj
  linear_combination conj c * conj d * k2
    - (sgn (p.2 ⬝ᵥ q.1) - sgn (q.2 ⬝ᵥ p.1)) * (conj d * d * h1 + h2)

/-- Summing `⟨u|P|u⟩ conj ⟨v|P|v⟩` over all strings gives `2^n |⟨u,v⟩|²`. -/
theorem sum_expval (u v : Bits n → ℂ) :
    ∑ p, expval u p * conj (expval v p) = 2 ^ n * (‖star u ⬝ᵥ v‖ : ℂ) ^ 2 := by
  have hc : ∀ t, conj (sgn t) = sgn t := fun t => by
    show conj (if t = 0 then (1 : ℂ) else -1) = if t = 0 then (1 : ℂ) else -1
    split_ifs <;> simp
  -- orthogonality of characters
  have hS : ∀ c : Bits n, ∑ z : Bits n, sgn (z ⬝ᵥ c) = if c = 0 then 2 ^ n else 0 := by
    intro c
    split_ifs with h
    · simp [h]
    · obtain ⟨i, hi⟩ := Function.ne_iff.mp h
      have hi1 : c i = 1 := (by decide : ∀ t : ZMod 2, t ≠ 0 → t = 1) _ hi
      have h1 : sgn 1 = -1 := by
        show (if (1 : ZMod 2) = 0 then (1 : ℂ) else -1) = -1
        simp
      have := Equiv.sum_comp (Equiv.addRight (Pi.single i 1 : Bits n)) (fun z => sgn (z ⬝ᵥ c))
      simp only [Equiv.coe_addRight, add_dotProduct, single_dotProduct, hi1,
        AddChar.map_add_eq_mul, h1, mul_neg, mul_one, sum_neg_distrib] at this
      linear_combination (-1 / 2 : ℂ) * this
  have hbb : ∀ b : Bits n, b + b = 0 := fun b => funext fun i => CharTwo.add_self_eq_zero (b i)
  have hab : ∀ a b : Bits n, a + b = 0 ↔ a = b := fun a b =>
    ⟨fun h => add_right_cancel (h.trans (hbb b).symm), fun h => by rw [h, hbb]⟩
  have he : ∀ (w : Bits n → ℂ) (p : Symp n),
      expval w p = ∑ a, conj (w a) * (sgn (p.2 ⬝ᵥ a) * w (a + p.1)) := fun w p => by
    show ∑ a, star w a * (pauli p *ᵥ w) a = _
    simp only [pauli_mulVec]
    rfl
  have h1 : ∀ x, ∑ z, expval u (x, z) * conj (expval v (x, z))
      = 2 ^ n * ∑ a, (conj (u a) * v a) * (u (a + x) * conj (v (a + x))) := fun x => by
    calc _ = ∑ z : Bits n, ∑ a, ∑ b, sgn (z ⬝ᵥ (a + b))
          * (conj (u a) * u (a + x) * (v b * conj (v (b + x)))) := by
          refine sum_congr rfl fun z _ => ?_
          rw [he, he, map_sum, sum_mul_sum]
          refine sum_congr rfl fun a _ => sum_congr rfl fun b _ => ?_
          simp only [map_mul, hc, Complex.conj_conj, dotProduct_add, AddChar.map_add_eq_mul]
          ring
      _ = ∑ a, ∑ b, (if a + b = 0 then (2 : ℂ) ^ n else 0)
          * (conj (u a) * u (a + x) * (v b * conj (v (b + x)))) := by
          rw [sum_comm]
          refine sum_congr rfl fun a _ => ?_
          rw [sum_comm]
          refine sum_congr rfl fun b _ => ?_
          rw [← sum_mul, hS]
      _ = _ := by
          simp only [hab, ite_mul, zero_mul, sum_ite_eq, mem_univ, if_true, mul_sum]
          exact sum_congr rfl fun a _ => by ring
  rw [Fintype.sum_prod_type]
  simp only [h1]
  rw [← mul_sum, sum_comm, ← Complex.mul_conj']
  congr 1
  show _ = (∑ a, conj (u a) * v a) * conj (∑ a, conj (u a) * v a)
  rw [sum_mul]
  refine sum_congr rfl fun a _ => ?_
  rw [← mul_sum, map_sum]
  congr 1
  exact (Equiv.sum_comp (Equiv.addLeft a) (fun b => u b * conj (v b))).trans
    (sum_congr rfl fun b _ => by simp)

variable {W W' : Submodule (ZMod 2) (Symp n)} {u v : Bits n → ℂ}

/-- In a joint unit eigenvector of an `n`-dimensional `W`, strings outside `W` average to zero. -/
theorem expval_eq_zero (hW : finrank (ZMod 2) W = n) (hu : star u ⬝ᵥ u = 1)
    (hWu : JointEigen W u) {p : Symp n} (hp : p ∉ W) : expval u p = 0 := by
  classical
  have hs : ∑ q, ‖expval u q‖ ^ 2 = 2 ^ n := by
    have := sum_expval u u
    simp only [hu, Complex.mul_conj', norm_one, Complex.ofReal_one, one_pow, mul_one] at this
    exact_mod_cast this
  have hcard : (univ.filter (· ∈ W)).card = 2 ^ n := by
    have := Module.card_eq_pow_finrank (K := ZMod 2) (V := W)
    rwa [ZMod.card, Fintype.card_subtype, hW] at this
  have h1 : ∀ q ∈ univ.filter (· ∈ W), ‖expval u q‖ ^ 2 = 1 := fun q hq => by
    obtain ⟨c, hc⟩ := hWu q (mem_filter.mp hq).2
    have h := eigen_overlap hc hc
    rw [hu] at h
    have h2 : (‖c‖ : ℂ) ^ 2 = 1 := by
      rw [← Complex.mul_conj']
      linear_combination h
    rw [expval, hc, dotProduct_smul, hu, smul_eq_mul, mul_one]
    exact_mod_cast h2
  -- the strings of `W` exhaust the total weight `2^n`
  rw [← sum_filter_add_sum_filter_not univ (· ∈ W), sum_congr rfl h1, sum_const, hcard,
    nsmul_eq_mul, mul_one] at hs
  push_cast at hs
  have h0 : ∑ q ∈ univ.filter (fun q => ¬ q ∈ W), ‖expval u q‖ ^ 2 = 0 := by linarith
  have := (sum_eq_zero_iff_of_nonneg fun q _ => sq_nonneg _).mp h0 p (by simp [hp])
  simpa using this

open Classical in
/-- Only the strings common to `W` and `W'` contribute to `2^n |⟨u,v⟩|²`. -/
theorem overlap_formula (hW : finrank (ZMod 2) W = n) (hW' : finrank (ZMod 2) W' = n)
    (hu : star u ⬝ᵥ u = 1) (hv : star v ⬝ᵥ v = 1) (hWu : JointEigen W u)
    (hWv : JointEigen W' v) : 2 ^ n * (‖star u ⬝ᵥ v‖ : ℂ) ^ 2
      = ∑ p ∈ univ.filter (· ∈ W ⊓ W'), expval u p * conj (expval v p) := by
  rw [← sum_expval]
  refine (sum_subset (filter_subset _ _) fun p _ hp => ?_).symm
  by_cases h : p ∈ W
  · have h' : p ∉ W' := fun h' => hp (by simp [h, h'])
    simp [expval_eq_zero hW' hv hWv h']
  · simp [expval_eq_zero hW hu hWu h]

open Classical in
/-- Joint unit eigenvectors of two `n`-dimensional subspaces meeting only in zero have
overlap `|⟨u,v⟩|² = 2^(-n)`. -/
theorem mutually_unbiased (hW : finrank (ZMod 2) W = n) (hW' : finrank (ZMod 2) W' = n)
    (hWW : W ⊓ W' = ⊥) (hu : star u ⬝ᵥ u = 1) (hv : star v ⬝ᵥ v = 1) (hWu : JointEigen W u)
    (hWv : JointEigen W' v) : ‖star u ⬝ᵥ v‖ ^ 2 = 1 / 2 ^ n := by
  have h := overlap_formula hW hW' hu hv hWu hWv
  have h0 : ∀ w : Bits n → ℂ, pauli 0 *ᵥ w = w := fun w => by
    ext a
    simp [pauli_mulVec]
  -- only the identity string survives
  rw [sum_eq_single_of_mem (0 : Symp n) (by simp) (fun p hp hne => absurd
      (by simpa [hWW] using (mem_filter.mp hp).2) hne),
    expval, expval, h0, h0, hu, hv, map_one, mul_one] at h
  have hr : (2 : ℝ) ^ n * ‖star u ⬝ᵥ v‖ ^ 2 = 1 := by exact_mod_cast h
  rw [eq_div_iff (by positivity)]
  linarith

open Classical in
/-- For a general intersection of dimension `k`, the eigenvectors are orthogonal or have
overlap `|⟨u,v⟩|² = 2^k / 2^n`. -/
theorem overlap_dichotomy (hW : finrank (ZMod 2) W = n) (hW' : finrank (ZMod 2) W' = n)
    (hu : star u ⬝ᵥ u = 1) (hv : star v ⬝ᵥ v = 1) (hWu : JointEigen W u)
    (hWv : JointEigen W' v) : star u ⬝ᵥ v = 0 ∨
      ‖star u ⬝ᵥ v‖ ^ 2 = 2 ^ finrank (ZMod 2) ↥(W ⊓ W') / 2 ^ n := by
  refine or_iff_not_imp_left.mpr fun hne => ?_
  have h := overlap_formula hW hW' hu hv hWu hWv
  have hcard : (univ.filter (· ∈ W ⊓ W')).card = 2 ^ finrank (ZMod 2) ↥(W ⊓ W') := by
    have := Module.card_eq_pow_finrank (K := ZMod 2) (V := ↥(W ⊓ W'))
    rwa [ZMod.card, Fintype.card_subtype] at this
  have h1 : ∀ p ∈ univ.filter (· ∈ W ⊓ W'), expval u p * conj (expval v p) = 1 := by
    intro p hp
    obtain ⟨c, hc⟩ := hWu p (mem_filter.mp hp).2.1
    obtain ⟨d, hd⟩ := hWv p (mem_filter.mp hp).2.2
    have h2 : conj c * d = 1 :=
      mul_right_cancel₀ hne ((eigen_overlap hc hd).trans (one_mul _).symm)
    simpa [expval, hc, hd, hu, hv] using congrArg conj h2
  rw [sum_congr rfl h1, sum_const, hcard, nsmul_eq_mul, mul_one] at h
  have hr : (2 : ℝ) ^ n * ‖star u ⬝ᵥ v‖ ^ 2 = 2 ^ finrank (ZMod 2) ↥(W ⊓ W') := by
    exact_mod_cast h
  rw [eq_div_iff (by positivity)]
  linarith

/-- The labels `(x, 0)` of pure `X` strings. -/
def xStrings (n : ℕ) : Submodule (ZMod 2) (Symp n) := LinearMap.range (LinearMap.inl _ _ _)

/-- The labels `(0, z)` of pure `Z` strings. -/
def zStrings (n : ℕ) : Submodule (ZMod 2) (Symp n) := LinearMap.range (LinearMap.inr _ _ _)

/-- The uniform superposition of all basis states. -/
def plusState (n : ℕ) : Bits n → ℂ := fun _ => ((√(2 ^ n))⁻¹ : ℝ)

/-- The basis state `|0…0⟩`. -/
def zeroState (n : ℕ) : Bits n → ℂ := fun a => if a = 0 then 1 else 0

/-- `X` strings with the uniform state and `Z` strings with `|0…0⟩` meet all hypotheses. -/
theorem mutually_unbiased_witness (n : ℕ) :
    finrank (ZMod 2) (xStrings n) = n ∧ finrank (ZMod 2) (zStrings n) = n ∧
    xStrings n ⊓ zStrings n = ⊥ ∧ star (plusState n) ⬝ᵥ plusState n = 1 ∧
    star (zeroState n) ⬝ᵥ zeroState n = 1 ∧
    JointEigen (xStrings n) (plusState n) ∧ JointEigen (zStrings n) (zeroState n) := by
  refine ⟨(LinearMap.finrank_range_of_inj LinearMap.inl_injective).trans (by simp),
    (LinearMap.finrank_range_of_inj LinearMap.inr_injective).trans (by simp),
    LinearMap.isCompl_range_inl_inr.inf_eq_bot, ?_, by simp [zeroState, dotProduct], ?_, ?_⟩
  · have h : (0 : ℝ) ≤ 2 ^ n := by positivity
    show ∑ a : Bits n, conj (plusState n a) * plusState n a = 1
    simp only [plusState, Complex.conj_ofReal, ← Complex.ofReal_mul, ← mul_inv,
      Real.mul_self_sqrt h]
    simp
  · rintro _ ⟨x, rfl⟩
    exact ⟨1, funext fun a => by simp [pauli_mulVec, plusState]⟩
  · rintro _ ⟨z, rfl⟩
    exact ⟨1, funext fun a => by by_cases h : a = 0 <;> simp [pauli_mulVec, zeroState, h]⟩

end

end PauliUnbiased
```

```lean
#print axioms PauliUnbiased.isotropic_of_jointEigen
-- 'PauliUnbiased.isotropic_of_jointEigen' depends on axioms: [propext, Classical.choice, Quot.sound]
#print axioms PauliUnbiased.mutually_unbiased
-- 'PauliUnbiased.mutually_unbiased' depends on axioms: [propext, Classical.choice, Quot.sound]
#print axioms PauliUnbiased.overlap_dichotomy
-- 'PauliUnbiased.overlap_dichotomy' depends on axioms: [propext, Classical.choice, Quot.sound]
```

## How the lemmas follow the derivation

`pauli_mulVec` is the action formula. `pauli_unitary` cancels the signs term by term and reindexes by `Equiv.addRight p.1`, and `eigen_overlap` substitutes the eigenvalue equations to obtain (1). In `isotropic_of_jointEigen`, `key` is the commutation relation applied to $u$, and `k2` is its inner product with $u$. The closing `linear_combination` multiplies by $\bar c\,\bar d$ and uses $|c|=|d|=1$ to equate the two signs, and `inj` turns equal signs into a vanishing sum of bits.

`sum_expval` is (2). Inside it, `hS` is the character sum, with the bit flip written as a shift by `Pi.single i 1`, and `hab` is the equivalence of $a+b=0$ with $a=b$. The three steps of `h1` expand the product at fixed $x$, move the sum over $z$ inside, and collapse $b$ onto $a$. The final reindexing by `Equiv.addLeft a` is the sum over $x$.

`expval_eq_zero` is the exhaustion argument: `hs` gives the total $2^n$, `hcard` counts the elements of $W$ by `Module.card_eq_pow_finrank`, `h1` gives modulus one on $W$, and `sum_eq_zero_iff_of_nonneg` passes from the vanishing remainder `h0` to the single term. `overlap_formula` is (3), by a case split: a label outside $W\cap W'$ lies outside $W$ or outside $W'$, and the corresponding factor is zero. `mutually_unbiased` keeps the term $p=0$ with `sum_eq_single_of_mem` and uses that `pauli 0` fixes every vector. `overlap_dichotomy` assumes a non-zero overlap, cancels it in (1) with `mul_right_cancel₀`, and counts $2^k$ terms equal to one. In `mutually_unbiased_witness` all eigenvalues are $1$, because a shift leaves the uniform state unchanged and $(-1)^{z\cdot0}=1$ on $|0\dots0\rangle$.
